# The unique weights, summing to one, that cancel a nonzero power-law k-mesh error between two meshes

The theorem `high_order_iff_weights` concerns an energy E(h) computed at k-mesh spacing h, which is assumed to equal E0 + c h^p up to an error of at most K h^q for every h > 0, with c ≠ 0 and 0 < p < q. It combines the energies at spacings h and rh, with r > 1, using fixed weights a and b that sum to one. The combination aE(h) + bE(rh) differs from E0 by at most some constant times h^q, for all h > 0, exactly when a = r^p/(r^p − 1) and b = −1/(r^p − 1). For the forward direction, the proof bounds the remaining term c(a + b r^p)h^p by a multiple of h^q, concludes that its coefficient vanishes, and solves for the weights. The converse uses the error bound already proved for the extrapolated energy.

As first written in Lean, the proof fails:

```lean
import Mathlib

namespace ExchangeMeshExtrapolation

noncomputable section

/-- The energy `E`, as a function of the k-mesh spacing `h`, equals `E0 + c h^p` up to an error
of at most `K h^q`. -/
def HasMeshExpansion (E : ℝ → ℝ) (E0 c K : ℝ) (p q : ℕ) : Prop :=
  ∀ h : ℝ, 0 < h → |E h - E0 - c * h ^ p| ≤ K * h ^ q

/-- The energy extrapolated from two k-meshes with spacings `h` and `r h`, for a leading
finite-mesh error of order `p`. -/
def extrapolated (r : ℝ) (p : ℕ) (E : ℝ → ℝ) (h : ℝ) : ℝ :=
  (r ^ p * E h - E (r * h)) / (r ^ p - 1)

/-- If `E` has the assumed expansion with `p ≠ 0`, then for any mesh ratio `r > 1` the extrapolated
energy differs from `E0` by at most `(r^p + r^q)/(r^p - 1) K h^q`. -/
theorem extrapolated_error {E : ℝ → ℝ} {E0 c K r h : ℝ} {p q : ℕ}
    (H : HasMeshExpansion E E0 c K p q) (hr : 1 < r) (hp : p ≠ 0) (hh : 0 < h) :
    |extrapolated r p E h - E0| ≤ (r ^ p + r ^ q) / (r ^ p - 1) * K * h ^ q := by
  have hA : 1 < r ^ p := one_lt_pow₀ hr hp
  have hpos : 0 < r ^ p - 1 := by linarith
  have hA0 : 0 ≤ r ^ p := by linarith
  have hrh : 0 < r * h := mul_pos (by linarith) hh
  -- the terms of order `p` cancel, and only the two remainders survive
  have key : extrapolated r p E h - E0 =
      (r ^ p * (E h - E0 - c * h ^ p) - (E (r * h) - E0 - c * (r * h) ^ p)) / (r ^ p - 1) := by
    unfold extrapolated
    rw [eq_div_iff hpos.ne', sub_mul, div_mul_cancel₀ _ hpos.ne']
    ring
  have e : (r ^ p + r ^ q) / (r ^ p - 1) * K * h ^ q =
      (r ^ p * (K * h ^ q) + K * (r * h) ^ q) / (r ^ p - 1) := by ring
  have u := abs_le.mp (H h hh)
  have v := abs_le.mp (H (r * h) hrh)
  have u1 := mul_le_mul_of_nonneg_left u.1 hA0
  have u2 := mul_le_mul_of_nonneg_left u.2 hA0
  rw [key, e, abs_div, abs_of_pos hpos]
  refine div_le_div_of_nonneg_right ?_ hpos.le
  rw [abs_le]
  constructor <;> linarith [v.1, v.2]

/-- A term `s h^p` that is bounded by `N h^q` with `q > p` at all mesh spacings has `s = 0`. -/
theorem coefficient_eq_zero {s N : ℝ} {p q : ℕ} (hpq : p < q)
    (H : ∀ h : ℝ, 0 < h → |s| * h ^ p ≤ N * h ^ q) : s = 0 := by
  by_contra hs0
  have hs : 0 < |s| := abs_pos.mpr hs0
  have hN := abs_nonneg N
  have hD : 0 < |s| + |N| + 1 := by linarith
  -- a mesh fine enough for the lower order to win
  obtain ⟨h, h0, h1, h2⟩ : ∃ h : ℝ, 0 < h ∧ h ≤ 1 ∧ |N| * h < |s| := by
    refine ⟨|s| / (|s| + |N| + 1), div_pos hs hD, ?_, ?_⟩
    · rw [div_le_one hD]
      linarith
    · rw [← mul_div_assoc, div_lt_iff₀ hD]
      nlinarith [mul_pos hs hs]
  have hq : h ^ q ≤ h ^ (p + 1) := pow_le_pow_of_le_one h0.le h1 hpq
  have a1 : N * h ^ q ≤ |N| * h ^ (p + 1) :=
    (mul_le_mul_of_nonneg_right (le_abs_self N) (pow_pos h0 q).le).trans
      (mul_le_mul_of_nonneg_left hq hN)
  have a2 : (|N| * h) * h ^ p < |s| * h ^ p := mul_lt_mul_of_pos_right h2 (pow_pos h0 p)
  have a3 : |N| * h ^ (p + 1) = (|N| * h) * h ^ p := by ring
  linarith [H h h0]

/-- For a single energy with `c ≠ 0`, `r > 1` and `0 < p < q`, weights with sum one give an error of
order `h^q` exactly when they are `r^p/(r^p - 1)` and `-1/(r^p - 1)`. -/
theorem high_order_iff_weights {E : ℝ → ℝ} {E0 c K r a b : ℝ} {p q : ℕ}
    (H : HasMeshExpansion E E0 c K p q) (hc : c ≠ 0) (hr : 1 < r) (hp : p ≠ 0) (hpq : p < q)
    (hab : a + b = 1) :
    (∃ M : ℝ, ∀ h : ℝ, 0 < h → |a * E h + b * E (r * h) - E0| ≤ M * h ^ q) ↔
      a = r ^ p / (r ^ p - 1) ∧ b = -1 / (r ^ p - 1) := by
  have hA : 1 < r ^ p := one_lt_pow₀ hr hp
  have hne : r ^ p - 1 ≠ 0 := by linarith
  constructor
  · rintro ⟨M, hM⟩
    -- the surviving term of order `p` is bounded by order `q`, so it vanishes
    have hs : c * (a + b * r ^ p) = 0 := by
      refine coefficient_eq_zero (N := M + |a| * K + |b| * K * r ^ q) hpq fun h h0 => ?_
      have hrh : 0 < r * h := mul_pos (by linarith) h0
      have t : c * (a + b * r ^ p) * h ^ p = (a * E h + b * E (r * h) - E0)
          - a * (E h - E0 - c * h ^ p) - b * (E (r * h) - E0 - c * (r * h) ^ p) := by
        linear_combination (-E0) * hab
      have u : |a * (E h - E0 - c * h ^ p)| ≤ |a| * (K * h ^ q) := by
        rw [abs_mul]
        exact mul_le_mul_of_nonneg_left (H h h0) (abs_nonneg a)
      have v : |b * (E (r * h) - E0 - c * (r * h) ^ p)| ≤ |b| * (K * (r * h) ^ q) := by
        rw [abs_mul]
        exact mul_le_mul_of_nonneg_left (H (r * h) hrh) (abs_nonneg b)
      have e : |c * (a + b * r ^ p)| * h ^ p = |c * (a + b * r ^ p) * h ^ p| := by
        rw [abs_mul _ (h ^ p), abs_of_pos (pow_pos h0 p)]
      have w := abs_le.mp (hM h h0)
      have u' := abs_le.mp u
      have v' := abs_le.mp v
      rw [e, t, abs_le]
      constructor <;> linarith [w.1, w.2, u'.1, u'.2, v'.1, v'.2]
    have z : a + b * r ^ p = 0 := (mul_eq_zero.mp hs).resolve_left hc
    constructor
    · rw [eq_div_iff hne]
      linear_combination r ^ p * hab - z
    · rw [eq_div_iff hne]
      linear_combination z - hab
  · rintro ⟨ha, hb⟩
    refine ⟨(r ^ p + r ^ q) / (r ^ p - 1) * K, fun h h0 => ?_⟩
    have e : a * E h + b * E (r * h) = extrapolated r p E h := by
      rw [ha, hb]
      unfold extrapolated
      ring
    rw [e]
    exact extrapolated_error H hr hp h0

end

end ExchangeMeshExtrapolation
```

The error:

```
Main.lean:95:22: error: linarith failed to find a contradiction
case left
E : ℝ → ℝ
E0 c K r a b : ℝ
p q : ℕ
H : HasMeshExpansion E E0 c K p q
hc : c ≠ 0
hr : 1 < r
hp : p ≠ 0
hpq : p < q
hab : a + b = 1
hA : 1 < r ^ p
hne : r ^ p - 1 ≠ 0
M : ℝ
hM : ∀ (h : ℝ), 0 < h → |a * E h + b * E (r * h) - E0| ≤ M * h ^ q
h : ℝ
h0 : 0 < h
hrh : 0 < r * h
t :
  c * (a + b * r ^ p) * h ^ p =
    a * E h + b * E (r * h) - E0 - a * (E h - E0 - c * h ^ p) - b * (E (r * h) - E0 - c * (r * h) ^ p)
u : |a * (E h - E0 - c * h ^ p)| ≤ |a| * (K * h ^ q)
v : |b * (E (r * h) - E0 - c * (r * h) ^ p)| ≤ |b| * (K * (r * h) ^ q)
e : |c * (a + b * r ^ p)| * h ^ p = |c * (a + b * r ^ p) * h ^ p|
w : -(M * h ^ q) ≤ a * E h + b * E (r * h) - E0 ∧ a * E h + b * E (r * h) - E0 ≤ M * h ^ q
u' : -(|a| * (K * h ^ q)) ≤ a * (E h - E0 - c * h ^ p) ∧ a * (E h - E0 - c * h ^ p) ≤ |a| * (K * h ^ q)
v' :
  -(|b| * (K * (r * h) ^ q)) ≤ b * (E (r * h) - E0 - c * (r * h) ^ p) ∧
    b * (E (r * h) - E0 - c * (r * h) ^ p) ≤ |b| * (K * (r * h) ^ q)
a✝ :
  a * E h + b * E (r * h) - E0 - a * (E h - E0 - c * h ^ p) - b * (E (r * h) - E0 - c * (r * h) ^ p) <
    -((M + |a| * K + |b| * K * r ^ q) * h ^ q)
⊢ False
failed
Main.lean:95:22: error: linarith failed to find a contradiction
case right
E : ℝ → ℝ
E0 c K r a b : ℝ
p q : ℕ
H : HasMeshExpansion E E0 c K p q
hc : c ≠ 0
hr : 1 < r
hp : p ≠ 0
hpq : p < q
hab : a + b = 1
hA : 1 < r ^ p
hne : r ^ p - 1 ≠ 0
M : ℝ
hM : ∀ (h : ℝ), 0 < h → |a * E h + b * E (r * h) - E0| ≤ M * h ^ q
h : ℝ
h0 : 0 < h
hrh : 0 < r * h
t :
  c * (a + b * r ^ p) * h ^ p =
    a * E h + b * E (r * h) - E0 - a * (E h - E0 - c * h ^ p) - b * (E (r * h) - E0 - c * (r * h) ^ p)
u : |a * (E h - E0 - c * h ^ p)| ≤ |a| * (K * h ^ q)
v : |b * (E (r * h) - E0 - c * (r * h) ^ p)| ≤ |b| * (K * (r * h) ^ q)
e : |c * (a + b * r ^ p)| * h ^ p = |c * (a + b * r ^ p) * h ^ p|
w : -(M * h ^ q) ≤ a * E h + b * E (r * h) - E0 ∧ a * E h + b * E (r * h) - E0 ≤ M * h ^ q
u' : -(|a| * (K * h ^ q)) ≤ a * (E h - E0 - c * h ^ p) ∧ a * (E h - E0 - c * h ^ p) ≤ |a| * (K * h ^ q)
v' :
  -(|b| * (K * (r * h) ^ q)) ≤ b * (E (r * h) - E0 - c * (r * h) ^ p) ∧
    b * (E (r * h) - E0 - c * (r * h) ^ p) ≤ |b| * (K * (r * h) ^ q)
a✝ :
  (M + |a| * K + |b| * K * r ^ q) * h ^ q <
    a * E h + b * E (r * h) - E0 - a * (E h - E0 - c * h ^ p) - b * (E (r * h) - E0 - c * (r * h) ^ p)
⊢ False
failed
```

The change, after which it compiles:

```diff
@@ -92,5 +92,7 @@
       have u' := abs_le.mp u
       have v' := abs_le.mp v
-      rw [e, t, abs_le]
+      have hN : (M + |a| * K + |b| * K * r ^ q) * h ^ q =
+          M * h ^ q + |a| * (K * h ^ q) + |b| * (K * (r * h) ^ q) := by ring
+      rw [e, t, hN, abs_le]
       constructor <;> linarith [w.1, w.2, u'.1, u'.2, v'.1, v'.2]
     have z : a + b * r ^ p = 0 := (mul_eq_zero.mp hs).resolve_left hc
```

Cause. Both messages come from the same `linarith` call, which runs once for each of the two inequalities that `abs_le` makes from the bound on the order-p term. The hypotheses in `w`, `u'` and `v'` do add up to what is needed, but the last part of the bound is written in two ways. In `v'` it is `|b| * (K * (r * h) ^ q)`, while the goal has `|b| * K * r ^ q * h ^ q` once multiplied out.

These are equal, but `linarith` does not see it. Its preprocessing multiplies out products, but it expands powers only when the exponent is a numeral. Since `q` is a variable, `(r * h) ^ q` stays a single atom, unrelated to the product of `r ^ q` and `h ^ q`, and the terms do not cancel.

The repair adds the equation `hN`, which rewrites the bound as the sum of the three bounds in the hypotheses. `ring` proves it, because it can split a power of a product even when the exponent is a variable. Rewriting with `hN` before `abs_le` puts `(r * h) ^ q` in the goal as well, and the unchanged `linarith` call then closes both cases.
